# A parabola in a box whose energy variance seems negative when the differential expression of the Hamiltonian is applied twice

## A box of unit length

Take a particle between hard walls at $x=0$ and $x=1$, in units where the Hamiltonian is $H\psi=-\psi''$. The state $\psi(x)=\sqrt{30}\,x(1-x)$ is normalised and vanishes at both walls. Its second derivative is constant, so $H\psi=2\sqrt{30}$, and a second application gives $HH\psi=0$.

The mean energy is $\langle\psi,H\psi\rangle=60\int_0^1x(1-x)\,dx=10$. If the mean square energy is read as $\langle\psi,HH\psi\rangle=0$, the variance is $0-10^2=-100$, which is impossible. Read as $\langle H\psi,H\psi\rangle=120$, it gives the variance $20$.

The cause is at the walls. The Hamiltonian of the box acts on functions that vanish there, and $H\psi=2\sqrt{30}$ does not. The differential expression can be applied again, but the operator cannot.

## Four integrals for any length

For $L>0$ put $s=\sqrt{30/L^5}$ and $\psi(x)=s\,x(L-x)$. Then
$$\psi'=s(L-2x),\qquad \psi''=-2s,\qquad \psi''''=0,$$
and, since $s^2=30/L^5$,
$$\int_0^L\psi^2\,dx=s^2\left(\frac{L^5}{3}-\frac{L^5}{2}+\frac{L^5}{5}\right)=\frac{s^2L^5}{30}=1,$$
$$\int_0^L\psi'^2\,dx=s^2\left(L^3-2L^3+\frac{4L^3}{3}\right)=\frac{s^2L^3}{3}=\frac{10}{L^2},$$
$$\int_0^L\psi''^2\,dx=4s^2L=\frac{120}{L^4},\qquad \int_0^L\psi\,\psi''''\,dx=0.$$

Now let $H\psi=-\kappa\psi''$, where $\kappa$ stands for $\hbar^2/(2m)$. Here $H\psi=2\kappa s$, so
$$\langle\psi,H\psi\rangle=2\kappa s^2\int_0^Lx(L-x)\,dx=2\kappa s^2\,\frac{L^3}{6}=\frac{10\kappa}{L^2},$$
while $\langle H\psi,H\psi\rangle=4\kappa^2s^2L=120\kappa^2/L^4$ and $\langle\psi,HH\psi\rangle=0$. Subtracting the squared mean $100\kappa^2/L^4$ gives $20\kappa^2/L^4$ in the first case and $-100\kappa^2/L^4$ in the second.

## The missing amount sits at the walls

For twice continuously differentiable $f$ and $g$,
$$(fg'-f'g)'=fg''-f''g.$$
Integrating over the box and multiplying by $-\kappa$ gives Green's identity,
$$\langle f,Hg\rangle-\langle Hf,g\rangle=-\kappa\,[fg'-f'g]_0^L.$$
Let $\psi$ be four times continuously differentiable with $\psi(0)=\psi(L)=0$, and set $f=\psi$, $g=H\psi$. The terms containing $\psi$ at the walls drop out:
$$\langle\psi,HH\psi\rangle=\langle H\psi,H\psi\rangle+\kappa\,[\psi'\,H\psi]_0^L.$$
If $H\psi$ also vanishes at both walls, the two expressions agree. For the parabola, $\psi'(L)=-sL$ and $\psi'(0)=sL$, so the boundary term is
$$\kappa(-sL-sL)\,2\kappa s=-4\kappa^2s^2L=-\frac{120\kappa^2}{L^4}.$$
It cancels the correct mean square exactly.

The slip is to move $H$ from one side of the overlap to the other because "$H$ is Hermitian". That symmetry holds when both functions satisfy the wall conditions, and here the second function is $H\psi$.

## The statement in Lean's terms

`boxH κ ψ` is the differential expression $-\kappa\psi''$, `overlap L f g` is the real integral $\int_0^Lfg\,dx$, and `parabola L` is the normalised state. Wave functions are real functions on the whole line, and only their values on the box enter the integrals.

`parabola_integrals` states the four integrals for $L>0$, and `parabola_energy_moments` the three energy moments for every real $\kappa$. `negative_naive_variance` gives both variances and the strict negativity of the second; it assumes $\kappa\neq0$, which any finite mass satisfies. `green_identity`, `naive_square_eq` and `naive_square_of_domain` treat general functions, with smoothness assumed on the whole line.

No self-adjoint operator is constructed. The domain appears only through the conditions on $\psi$ and $H\psi$ at the walls, and the model is one particle in one dimension with no potential inside the box.

The parabola is deliberately not set to zero outside the box. With such a cut-off it would have kinks at the walls, where Lean's `deriv` returns $0$, and the boundary term would seem to vanish.

```lean
import Mathlib

open intervalIntegral

namespace BoxDomainTrap

noncomputable section

/-- The box Hamiltonian as a differential expression, `H ψ = -κ ψ''`, where `κ` stands for
`ħ² / (2m)`. -/
def boxH (κ : ℝ) (ψ : ℝ → ℝ) : ℝ → ℝ := fun x => -κ * deriv (deriv ψ) x

/-- The overlap of two real wave functions on the box `[0, L]`. -/
def overlap (L : ℝ) (f g : ℝ → ℝ) : ℝ := ∫ x in (0 : ℝ)..L, f x * g x

/-- The parabolic state `√(30/L⁵) x (L - x)`. -/
def parabola (L : ℝ) : ℝ → ℝ := fun x => √(30 / L ^ 5) * (x * (L - x))

/-- The derivative of an `n + 1` times continuously differentiable function is `n` times
continuously differentiable. -/
lemma contDiff_deriv {f : ℝ → ℝ} (n : ℕ) (hf : ContDiff ℝ ((n + 1 : ℕ) : WithTop ℕ∞) f) :
    ContDiff ℝ (n : WithTop ℕ∞) (deriv f) :=
  ContDiff.iterate_deriv' n 1 hf

/-- Green's identity: the failure of `H` to be symmetric on the box is a boundary term. -/
theorem green_identity (κ L : ℝ) {f g : ℝ → ℝ} (hf : ContDiff ℝ 2 f) (hg : ContDiff ℝ 2 g) :
    overlap L f (boxH κ g) - overlap L (boxH κ f) g =
      -κ * ((f L * deriv g L - deriv f L * g L) - (f 0 * deriv g 0 - deriv f 0 * g 0)) := by
  have hf1 := contDiff_deriv 1 (hf.of_le (by norm_num))
  have hg1 := contDiff_deriv 1 (hg.of_le (by norm_num))
  have hf2 : Continuous (deriv (deriv f)) := (contDiff_deriv 0 hf1).continuous
  have hg2 : Continuous (deriv (deriv g)) := (contDiff_deriv 0 hg1).continuous
  have df : Differentiable ℝ f := hf.differentiable (by norm_num)
  have dg : Differentiable ℝ g := hg.differentiable (by norm_num)
  have df1 : Differentiable ℝ (deriv f) := hf1.differentiable (by norm_num)
  have dg1 : Differentiable ℝ (deriv g) := hg1.differentiable (by norm_num)
  -- the Wronskian is an antiderivative of `f g'' - f'' g`
  have key : ∀ x, HasDerivAt (fun y => f y * deriv g y - deriv f y * g y)
      (f x * deriv (deriv g) x - deriv (deriv f) x * g x) x := fun x =>
    (((df x).hasDerivAt.fun_mul (dg1 x).hasDerivAt).fun_sub
      ((df1 x).hasDerivAt.fun_mul (dg x).hasDerivAt)).congr_deriv (by ring)
  have F : (∫ x in (0 : ℝ)..L, (f x * deriv (deriv g) x - deriv (deriv f) x * g x)) =
      (f L * deriv g L - deriv f L * g L) - (f 0 * deriv g 0 - deriv f 0 * g 0) :=
    integral_eq_sub_of_hasDerivAt (fun x _ => key x)
      (((hf.continuous.mul hg2).sub (hf2.mul hg.continuous)).intervalIntegrable _ _)
  have c1 : Continuous (fun x => f x * (-κ * deriv (deriv g) x)) :=
    hf.continuous.mul (continuous_const.mul hg2)
  have c2 : Continuous (fun x => -κ * deriv (deriv f) x * g x) :=
    (continuous_const.mul hf2).mul hg.continuous
  unfold overlap boxH
  rw [← F, ← intervalIntegral.integral_const_mul]
  refine (intervalIntegral.integral_sub (c1.intervalIntegrable 0 L)
    (c2.intervalIntegrable 0 L)).symm.trans ?_
  refine intervalIntegral.integral_congr (fun x _ => ?_)
  try dsimp only
  ring

/-- For a smooth state vanishing at the walls, `⟨ψ, HHψ⟩` and `⟨Hψ, Hψ⟩` differ by the
boundary term `κ [ψ' Hψ]`. -/
theorem naive_square_eq (κ L : ℝ) {ψ : ℝ → ℝ} (hψ : ContDiff ℝ 4 ψ)
    (h0 : ψ 0 = 0) (hL : ψ L = 0) :
    overlap L ψ (boxH κ (boxH κ ψ)) = overlap L (boxH κ ψ) (boxH κ ψ) +
      κ * (deriv ψ L * boxH κ ψ L - deriv ψ 0 * boxH κ ψ 0) := by
  have h2 := contDiff_deriv 2 (contDiff_deriv 3 (hψ.of_le (by norm_num)))
  have hH : ContDiff ℝ 2 (boxH κ ψ) := contDiff_const.mul (h2.of_le (by norm_num))
  have h := green_identity κ L (hψ.of_le (by norm_num)) hH
  linear_combination h - κ * deriv (boxH κ ψ) L * hL + κ * deriv (boxH κ ψ) 0 * h0

/-- If both `ψ` and `Hψ` vanish at the walls, then `⟨ψ, HHψ⟩ = ⟨Hψ, Hψ⟩`. -/
theorem naive_square_of_domain (κ L : ℝ) {ψ : ℝ → ℝ} (hψ : ContDiff ℝ 4 ψ)
    (h0 : ψ 0 = 0) (hL : ψ L = 0) (hH0 : boxH κ ψ 0 = 0) (hHL : boxH κ ψ L = 0) :
    overlap L ψ (boxH κ (boxH κ ψ)) = overlap L (boxH κ ψ) (boxH κ ψ) := by
  rw [naive_square_eq κ L hψ h0 hL, hH0, hHL]
  ring

/-- The integral over the box of a function that is a quartic polynomial. -/
lemma integral_quartic (L a b c d e : ℝ) {f : ℝ → ℝ}
    (hf : ∀ x, f x = a + b * x + c * x ^ 2 + d * x ^ 3 + e * x ^ 4) :
    (∫ x in (0 : ℝ)..L, f x) =
      a * L + b * (L ^ 2 / 2) + c * (L ^ 3 / 3) + d * (L ^ 4 / 4) + e * (L ^ 5 / 5) := by
  have key : ∀ x, HasDerivAt (fun y : ℝ => a * y + b * (y ^ 2 / 2) + c * (y ^ 3 / 3)
      + d * (y ^ 4 / 4) + e * (y ^ 5 / 5)) (f x) x := by
    intro x
    have h2 : HasDerivAt (fun y : ℝ => y ^ 2) (2 * x) x := by simpa using hasDerivAt_pow 2 x
    have h3 : HasDerivAt (fun y : ℝ => y ^ 3) (3 * x ^ 2) x := by simpa using hasDerivAt_pow 3 x
    have h4 : HasDerivAt (fun y : ℝ => y ^ 4) (4 * x ^ 3) x := by simpa using hasDerivAt_pow 4 x
    have h5 : HasDerivAt (fun y : ℝ => y ^ 5) (5 * x ^ 4) x := by simpa using hasDerivAt_pow 5 x
    refine ((((((hasDerivAt_id' x).const_mul a).fun_add ((h2.div_const 2).const_mul b)).fun_add
      ((h3.div_const 3).const_mul c)).fun_add ((h4.div_const 4).const_mul d)).fun_add
      ((h5.div_const 5).const_mul e)).congr_deriv ?_
    rw [hf x]
    ring
  have hc : Continuous f := by
    rw [funext hf]
    fun_prop
  rw [integral_eq_sub_of_hasDerivAt (fun x _ => key x) (hc.intervalIntegrable _ _)]
  ring

/-- The slope of the parabolic state. -/
lemma deriv_parabola (L : ℝ) :
    deriv (parabola L) = fun x => √(30 / L ^ 5) * (L - 2 * x) := by
  funext x
  have h := ((hasDerivAt_id' x).fun_mul ((hasDerivAt_id' x).const_sub L)).const_mul
    (√(30 / L ^ 5))
  refine h.deriv.trans ?_
  ring

/-- The second derivative of the parabolic state is constant. -/
lemma deriv2_parabola (L : ℝ) :
    deriv (deriv (parabola L)) = fun _ => -2 * √(30 / L ^ 5) := by
  rw [deriv_parabola]
  funext x
  have h := (((hasDerivAt_id' x).const_mul 2).const_sub L).const_mul (√(30 / L ^ 5))
  refine h.deriv.trans ?_
  ring

/-- The integrals of `ψ²`, `ψ'²`, `ψ''²` and `ψ ψ''''` for the parabolic state are
`1`, `10/L²`, `120/L⁴` and `0`. -/
theorem parabola_integrals {L : ℝ} (hL : 0 < L) :
    (∫ x in (0 : ℝ)..L, parabola L x ^ 2) = 1 ∧
    (∫ x in (0 : ℝ)..L, deriv (parabola L) x ^ 2) = 10 / L ^ 2 ∧
    (∫ x in (0 : ℝ)..L, deriv (deriv (parabola L)) x ^ 2) = 120 / L ^ 4 ∧
    (∫ x in (0 : ℝ)..L, parabola L x * deriv (deriv (deriv (deriv (parabola L)))) x) = 0 := by
  have hs : √(30 / L ^ 5) ^ 2 = 30 / L ^ 5 := Real.sq_sqrt (by positivity)
  refine ⟨?_, ?_, ?_, ?_⟩
  · refine (integral_quartic L 0 0 (√(30 / L ^ 5) ^ 2 * L ^ 2) (√(30 / L ^ 5) ^ 2 * (-2 * L))
      (√(30 / L ^ 5) ^ 2) (fun x => by simp only [parabola]; ring)).trans ?_
    rw [hs]
    field_simp
    ring
  · refine (integral_quartic L (√(30 / L ^ 5) ^ 2 * L ^ 2) (√(30 / L ^ 5) ^ 2 * (-4 * L))
      (√(30 / L ^ 5) ^ 2 * 4) 0 0 (fun x => by simp only [deriv_parabola]; ring)).trans ?_
    rw [hs]
    field_simp
    ring
  · refine (integral_quartic L (√(30 / L ^ 5) ^ 2 * 4) 0 0 0 0
      (fun x => by simp only [deriv2_parabola]; ring)).trans ?_
    rw [hs]
    field_simp
    ring
  · simp [deriv2_parabola]

/-- In the parabolic state `⟨ψ, Hψ⟩ = 10κ/L²` and `⟨Hψ, Hψ⟩ = 120κ²/L⁴`, whereas
`⟨ψ, HHψ⟩ = 0`. -/
theorem parabola_energy_moments (κ : ℝ) {L : ℝ} (hL : 0 < L) :
    overlap L (parabola L) (boxH κ (parabola L)) = 10 * κ / L ^ 2 ∧
    overlap L (boxH κ (parabola L)) (boxH κ (parabola L)) = 120 * κ ^ 2 / L ^ 4 ∧
    overlap L (parabola L) (boxH κ (boxH κ (parabola L))) = 0 := by
  have hs : √(30 / L ^ 5) ^ 2 = 30 / L ^ 5 := Real.sq_sqrt (by positivity)
  refine ⟨?_, ?_, ?_⟩
  · refine (integral_quartic L 0 (√(30 / L ^ 5) ^ 2 * (2 * κ * L))
      (√(30 / L ^ 5) ^ 2 * (-2 * κ)) 0 0
      (fun x => by simp only [boxH, deriv2_parabola, parabola]; ring)).trans ?_
    rw [hs]
    field_simp
    ring
  · refine (integral_quartic L (√(30 / L ^ 5) ^ 2 * (4 * κ ^ 2)) 0 0 0 0
      (fun x => by simp only [boxH, deriv2_parabola]; ring)).trans ?_
    rw [hs]
    field_simp
    ring
  · -- `Hψ` is constant inside the box, so a second application of `H` gives zero
    have hH : boxH κ (parabola L) = fun _ => 2 * κ * √(30 / L ^ 5) := by
      funext x
      simp only [boxH, deriv2_parabola]
      ring
    rw [hH]
    simp [overlap, boxH]

/-- The domain trap: the energy variance of the parabolic state is `20κ²/L⁴` when computed
from `⟨Hψ, Hψ⟩`, but `⟨ψ, HHψ⟩` in its place gives the negative number `-100κ²/L⁴`. -/
theorem negative_naive_variance {κ L : ℝ} (hκ : κ ≠ 0) (hL : 0 < L) :
    overlap L (boxH κ (parabola L)) (boxH κ (parabola L))
      - overlap L (parabola L) (boxH κ (parabola L)) ^ 2 = 20 * κ ^ 2 / L ^ 4 ∧
    overlap L (parabola L) (boxH κ (boxH κ (parabola L)))
      - overlap L (parabola L) (boxH κ (parabola L)) ^ 2 = -(100 * κ ^ 2 / L ^ 4) ∧
    overlap L (parabola L) (boxH κ (boxH κ (parabola L)))
      - overlap L (parabola L) (boxH κ (parabola L)) ^ 2 < 0 := by
  obtain ⟨h1, h2, h3⟩ := parabola_energy_moments κ hL
  have hn : (0 : ℝ) - (10 * κ / L ^ 2) ^ 2 = -(100 * κ ^ 2 / L ^ 4) := by ring
  have hpos : 0 < 100 * κ ^ 2 / L ^ 4 := by positivity
  rw [h1, h2, h3]
  exact ⟨by ring, hn, by linarith⟩

/-- For the parabolic state the boundary term `κ [ψ' Hψ]` equals `-120κ²/L⁴`. -/
theorem parabola_boundary_term (κ : ℝ) {L : ℝ} (hL : 0 < L) :
    κ * (deriv (parabola L) L * boxH κ (parabola L) L
      - deriv (parabola L) 0 * boxH κ (parabola L) 0) = -(120 * κ ^ 2 / L ^ 4) := by
  have hs : √(30 / L ^ 5) ^ 2 = 30 / L ^ 5 := Real.sq_sqrt (by positivity)
  have h : κ * (deriv (parabola L) L * boxH κ (parabola L) L
      - deriv (parabola L) 0 * boxH κ (parabola L) 0)
      = -4 * κ ^ 2 * L * √(30 / L ^ 5) ^ 2 := by
    simp only [boxH, deriv2_parabola]
    simp only [deriv_parabola]
    ring
  rw [h, hs]
  field_simp
  ring

end

end BoxDomainTrap
```

```lean
#print axioms BoxDomainTrap.naive_square_of_domain
#print axioms BoxDomainTrap.parabola_integrals
#print axioms BoxDomainTrap.negative_naive_variance
#print axioms BoxDomainTrap.parabola_boundary_term
```

```
'BoxDomainTrap.naive_square_of_domain' depends on axioms: [propext, Classical.choice, Quot.sound]
'BoxDomainTrap.parabola_integrals' depends on axioms: [propext, Classical.choice, Quot.sound]
'BoxDomainTrap.negative_naive_variance' depends on axioms: [propext, Classical.choice, Quot.sound]
'BoxDomainTrap.parabola_boundary_term' depends on axioms: [propext, Classical.choice, Quot.sound]
```

## From Green's identity to the negative number

In `green_identity`, `key` is the product-rule formula for $(fg'-f'g)'$, and `F` integrates it by the fundamental theorem of calculus. The smoothness facts before them, obtained from the hypotheses and `contDiff_deriv`, supply the derivatives and the continuity of the integrands. The remaining lines combine the two overlaps into one integral and compare integrands with `ring`.

`naive_square_eq` applies this identity to $\psi$ and $H\psi$. Its `linear_combination` removes the two terms $\psi(L)(H\psi)'(L)$ and $\psi(0)(H\psi)'(0)$ by means of the wall conditions. `naive_square_of_domain` then sets $H\psi$ to zero at the walls.

`integral_quartic` integrates any function given pointwise as a quartic polynomial. With `deriv_parabola` and `deriv2_parabola`, it reduces each nonzero integral to a list of coefficients. The fact `hs`, which is $s^2=30/L^5$, removes the square root, and `field_simp` and `ring` finish the algebra. The zero moment follows because $H\psi$ is constant.

`negative_naive_variance` substitutes the three moments and uses the positivity of $100\kappa^2/L^4$. `parabola_boundary_term` evaluates the wall term separately, from the slopes and the constant $H\psi$.

## Computing the variance of a trial state

The energy variance of a normalised trial state in the domain of $H$ is zero exactly when the state is an eigenstate. For this single particle in a box, code that has $H\psi$ on a quadrature grid should obtain the mean square energy by summing the weighted values of $(H\psi)^2$, and not differentiate again and multiply by $\psi$. Sampling the local energy $E_{\rm loc}=H\psi/\psi$ with weight $\psi^2$ also gives the correct form, since $\psi^2E_{\rm loc}^2=(H\psi)^2$ wherever $\psi\neq0$. For the parabola, however, $E_{\rm loc}=2\kappa/(x(L-x))$ diverges at the walls and $\psi^2E_{\rm loc}^4$ is not integrable, so the sampled values of $E_{\rm loc}^2$ have the correct mean but infinite variance.

A real symmetric matrix $A$ behaves differently: $v^{\mathsf T}AAv=\|Av\|^2$ for every vector $v$. For a unit vector this is at least $(v^{\mathsf T}Av)^2$, by the Cauchy–Schwarz inequality. A finite-difference Hamiltonian that is a symmetric matrix, used on a unit vector with the plain dot product and in exact arithmetic, therefore never gives a negative variance, whereas applying the differential expression twice to the parabola does.
